# An upper bound on the mean error of importance sampling with N independent samples

An average for one energy function can be estimated from configurations drawn with another. How many configurations are enough? Let q be the distribution that is sampled, p the target and w = p/q the importance weight. For N ≥ 1 independent samples on a finite state space where q is positive, the mean of w f over the samples estimates the target average ⟨f⟩_p of a real observable f with a mean absolute error of at most

√⟨f²⟩_p · (√(a/N) + 2√p(w > a))

for every cutoff a ≥ 0, where p(w > a) is the target probability of the states with weight above a. For ε > 0, the bound is at most ε√⟨f²⟩_p if a is chosen with p(w > a) ≤ ε²/16 and then N ≥ 4a/ε².

## Runs, weights and averages

The states form a finite type `X`, and N is the number of samples.

```lean
import Mathlib

namespace ImportanceSamplingError

noncomputable section

variable {X : Type*} [Fintype X] {N : ℕ}
```

A run x assigns a state x(i) to each i = 0, …, N−1. Independence means that its probability is a product, so the expectation of an observable F of the whole run is

E F = ∑ₓ (∏ᵢ q(x(i))) F(x).

```lean
/-- Expectation of `F` over runs of `N` independent samples drawn from `q`. -/
def expect (q : X → ℝ) (F : (Fin N → X) → ℝ) : ℝ :=
  ∑ x, (∏ i, q (x i)) * F x
```

The weight of a single state y is

w(y) = p(y)/q(y).

```lean
/-- The importance weight `w = p / q`. -/
def weight (p q : X → ℝ) (y : X) : ℝ := p y / q y
```

The quantity wanted is

⟨f⟩_p = ∑_y p(y) f(y).

```lean
/-- The target average `⟨f⟩_p`. -/
def target (p f : X → ℝ) : ℝ := ∑ y, p y * f y
```

A run estimates it by

I_N(f) = (1/N) ∑ᵢ w(x(i)) f(x(i)).

```lean
/-- The importance-sampling estimate: the average of `w f` along a run. -/
def estimator (p q f : X → ℝ) (x : Fin N → X) : ℝ :=
  (∑ i, weight p q (x i) * f (x i)) / N
```

The part of the target carried by states with large weight is

p(w > a) = ∑_{y: w(y) > a} p(y).

```lean
/-- The `p`-probability that the importance weight exceeds `a`. -/
def tail (p q : X → ℝ) (a : ℝ) : ℝ :=
  ∑ y, if a < weight p q y then p y else 0
```

## What independence gives

If each sample contributes its own factor Gᵢ, the sum over runs separates:

E ∏ᵢ Gᵢ(x(i)) = ∏ᵢ ∑_y q(y) Gᵢ(y).

In Lean the product of sums on the right is expanded with `Finset.prod_univ_sum`.

```lean
/-- Independence: the expectation of a product of one-sample functions factorises. -/
theorem expect_prod (q : X → ℝ) (G : Fin N → X → ℝ) :
    expect q (fun x => ∏ i, G i (x i)) = ∏ i, ∑ y, q y * G i y := by
  rw [Finset.prod_univ_sum, Fintype.piFinset_univ]
  simp only [expect, Finset.prod_mul_distrib]
```

With every Gᵢ = 1 and ∑_y q(y) = 1, the run probabilities add up to 1, hence

E c = c.

```lean
/-- The expectation of a constant is that constant. -/
theorem expect_const (q : X → ℝ) (hq1 : ∑ y, q y = 1) (c : ℝ) :
    expect q (fun _ : Fin N → X => c) = c := by
  have h := expect_prod (N := N) q (fun _ _ => 1)
  simp only [Finset.prod_const_one, mul_one, hq1] at h
  simp only [expect, mul_one] at h ⊢
  rw [← Finset.sum_mul, h, one_mul]
```

Exchanging two finite sums gives

E ∑ᵢ Fᵢ = ∑ᵢ E Fᵢ.

```lean
/-- The expectation of a sum of observables is the sum of their expectations. -/
theorem expect_sum (q : X → ℝ) (F : Fin N → (Fin N → X) → ℝ) :
    expect q (fun x => ∑ i, F i x) = ∑ i, expect q (fun x => F i x) := by
  simp only [expect, Finset.mul_sum]
  exact Finset.sum_comm
```

With Gᵢ = g for one chosen i and all other factors equal to 1,

E g(x(i)) = ∑_y q(y) g(y).

```lean
/-- Each single sample of a run is distributed according to `q`. -/
theorem expect_single (q : X → ℝ) (hq1 : ∑ y, q y = 1) (g : X → ℝ) (i : Fin N) :
    expect q (fun x : Fin N → X => g (x i)) = ∑ y, q y * g y := by
  have h := expect_prod q (fun k y => if k = i then g y else 1)
  have e : ∀ k : Fin N, (∑ y, q y * (if k = i then g y else 1))
      = if k = i then ∑ y, q y * g y else 1 := by
    intro k
    by_cases hk : k = i <;> simp [hk, hq1]
  simp only [e, Finset.prod_ite_eq', Finset.mem_univ, if_true] at h
  exact h
```

Now let g have zero mean, ∑_y q(y) g(y) = 0. For i ≠ j the factorisation gives

E g(x(i)) g(x(j)) = (∑_y q(y) g(y))² = 0.

Only the N diagonal terms of the squared sum survive:

E (∑ᵢ g(x(i)))² = N ∑_y q(y) g(y)².

The step `pair` removes the off-diagonal terms, and `expect_single` evaluates the diagonal ones.

```lean
/-- For an observable of zero mean, the mean square of the sum over `N` samples is `N` times
the one-sample mean square. -/
theorem expect_sq_sum (q : X → ℝ) (hq1 : ∑ y, q y = 1) (g : X → ℝ)
    (hg : ∑ y, q y * g y = 0) :
    expect q (fun x : Fin N → X => (∑ i, g (x i)) ^ 2) = N * ∑ y, q y * g y ^ 2 := by
  -- distinct samples are uncorrelated
  have pair : ∀ i j : Fin N, i ≠ j →
      expect q (fun x : Fin N → X => g (x i) * g (x j)) = 0 := by
    intro i j hij
    have z : (∏ k : Fin N, ∑ y, q y *
        ((if k = i then g y else 1) * (if k = j then g y else 1))) = 0 :=
      Finset.prod_eq_zero (Finset.mem_univ i) (by simpa [hij] using hg)
    have h := (expect_prod q (fun k y =>
      (if k = i then g y else 1) * (if k = j then g y else 1))).trans z
    simp only [Finset.prod_mul_distrib, Finset.prod_ite_eq', Finset.mem_univ, if_true] at h
    exact h
  calc expect q (fun x : Fin N → X => (∑ i, g (x i)) ^ 2)
      = expect q (fun x : Fin N → X => ∑ i, ∑ j, g (x i) * g (x j)) := by
        simp only [sq, Finset.sum_mul_sum]
    _ = ∑ i, ∑ j, expect q (fun x : Fin N → X => g (x i) * g (x j)) := by
        simp only [expect_sum]
    _ = ∑ _i : Fin N, ∑ y, q y * g y ^ 2 := by
        refine Finset.sum_congr rfl fun i _ => ?_
        rw [Finset.sum_eq_single i (fun j _ hj => pair i j (Ne.symm hj)) (by simp)]
        simpa only [sq] using expect_single q hq1 (fun y => g y * g y) i
    _ = N * ∑ y, q y * g y ^ 2 := by
        simp only [Finset.sum_const, Finset.card_univ, Fintype.card_fin, nsmul_eq_mul]
```

## From mean square to mean absolute error

For weights Wᵢ ≥ 0, the Cauchy-Schwarz inequality applied to √Wᵢ|uᵢ| and √Wᵢ|vᵢ| reads

∑ᵢ Wᵢ|uᵢ||vᵢ| ≤ √(∑ᵢ Wᵢuᵢ²) √(∑ᵢ Wᵢvᵢ²).

It is used twice below, once over runs and once over states.

```lean
/-- The Cauchy-Schwarz inequality for averages with nonnegative weights. -/
theorem weighted_cauchy_schwarz {ι : Type*} [Fintype ι] (W u v : ι → ℝ) (hW : ∀ i, 0 ≤ W i) :
    ∑ i, W i * (|u i| * |v i|) ≤ √(∑ i, W i * u i ^ 2) * √(∑ i, W i * v i ^ 2) := by
  rw [← Real.sqrt_mul (Finset.sum_nonneg fun i _ => mul_nonneg (hW i) (sq_nonneg _))]
  apply Real.le_sqrt_of_sq_le
  apply Finset.sum_sq_le_sum_mul_sum_of_sq_le_mul
  · exact fun i _ => mul_nonneg (hW i) (sq_nonneg _)
  · exact fun i _ => mul_nonneg (hW i) (sq_nonneg _)
  · intro i _
    refine le_of_eq ?_
    rw [mul_pow, mul_pow, sq_abs, sq_abs]
    ring
```

Since q(y) w(y) = p(y), each sample has the right mean, and so does their average:

E I_N(f) = (1/N) · N · ∑_y q(y) w(y) f(y) = ⟨f⟩_p.

```lean
/-- The importance-sampling estimate is unbiased. -/
theorem estimator_unbiased (p q f : X → ℝ) (hq : ∀ y, 0 < q y) (hq1 : ∑ y, q y = 1)
    (hN : 0 < N) : expect q (fun x : Fin N → X => estimator p q f x) = target p f := by
  have hN' : (N : ℝ) ≠ 0 := by exact_mod_cast hN.ne'
  have e : ∀ i : Fin N, expect q (fun x : Fin N → X => weight p q (x i) * f (x i))
      = target p f := by
    intro i
    refine (expect_single q hq1 (fun y => weight p q y * f y) i).trans ?_
    unfold target
    refine Finset.sum_congr rfl fun y _ => ?_
    have := (hq y).ne'
    simp only [weight]
    field_simp
  calc expect q (fun x : Fin N → X => estimator p q f x)
      = expect q (fun x : Fin N → X => ∑ i, weight p q (x i) * f (x i)) / N := by
        unfold expect estimator
        rw [Finset.sum_div]
        exact Finset.sum_congr rfl fun x _ => (mul_div_assoc _ _ _).symm
    _ = target p f := by
        rw [expect_sum]
        simp only [e, Finset.sum_const, Finset.card_univ, Fintype.card_fin, nsmul_eq_mul]
        field_simp
```

Write μ = ⟨f⟩_p and g = w f − μ. Then g has zero mean under q, and I_N(f) − μ = (1/N) ∑ᵢ g(x(i)). Expanding the square,

∑_y q g² = ∑_y p w f² − 2μ·μ + μ² = ∑_y p w f² − μ²,

and therefore

E (I_N(f) − μ)² = (1/N)(∑_y p w f² − μ²) ≤ (1/N) ∑_y p w f².

Cauchy-Schwarz over runs, with v = 1, gives E|I_N(f) − μ| ≤ √(E(I_N(f) − μ)²), so

E|I_N(f) − μ| ≤ √((1/N) ∑_y p w f²).

In the code `hvar` is the expansion, `hsq` the mean square error and `hcs` the Cauchy-Schwarz step.

```lean
/-- The expected absolute error is at most `√(⟨w f²⟩_p / N)`. -/
theorem fluctuation_bound (p q f : X → ℝ) (hq : ∀ y, 0 < q y) (hq1 : ∑ y, q y = 1)
    (hN : 0 < N) :
    expect q (fun x : Fin N → X => |estimator p q f x - target p f|)
      ≤ √((∑ y, p y * weight p q y * f y ^ 2) / N) := by
  have hN' : (N : ℝ) ≠ 0 := by exact_mod_cast hN.ne'
  have hw : ∀ y, q y * weight p q y = p y := by
    intro y
    have := (hq y).ne'
    unfold weight
    field_simp
  have hmean : ∑ y, q y * (weight p q y * f y) = target p f := by
    unfold target
    exact Finset.sum_congr rfl fun y _ => by rw [← mul_assoc, hw]
  -- the centred one-sample observable
  obtain ⟨g, hgd⟩ : ∃ g : X → ℝ, ∀ y, g y = weight p q y * f y - target p f :=
    ⟨_, fun _ => rfl⟩
  have hg : ∑ y, q y * g y = 0 := by
    simp only [hgd, mul_sub, Finset.sum_sub_distrib, ← Finset.sum_mul, hmean, hq1]
    ring
  have hvar : ∑ y, q y * g y ^ 2 = ∑ y, p y * weight p q y * f y ^ 2 - target p f ^ 2 := by
    calc ∑ y, q y * g y ^ 2 = ∑ y, (p y * weight p q y * f y ^ 2
          - 2 * target p f * (q y * (weight p q y * f y)) + target p f ^ 2 * q y) := by
          refine Finset.sum_congr rfl fun y _ => ?_
          rw [hgd, ← hw y]
          ring
      _ = _ := by
          rw [Finset.sum_add_distrib, Finset.sum_sub_distrib, ← Finset.mul_sum,
            ← Finset.mul_sum, hmean, hq1]
          ring
  have hx : ∀ x : Fin N → X, estimator p q f x - target p f = (∑ i, g (x i)) / N := by
    intro x
    simp only [estimator, hgd, Finset.sum_sub_distrib, Finset.sum_const, Finset.card_univ,
      Fintype.card_fin, nsmul_eq_mul]
    field_simp
  have hsq : expect q (fun x : Fin N → X => (estimator p q f x - target p f) ^ 2)
      = (∑ y, q y * g y ^ 2) / N := by
    calc _ = expect q (fun x : Fin N → X => (∑ i, g (x i)) ^ 2) / (N : ℝ) ^ 2 := by
          unfold expect
          rw [Finset.sum_div]
          refine Finset.sum_congr rfl fun x _ => ?_
          simp only [hx]
          ring
      _ = _ := by
          rw [expect_sq_sum q hq1 g hg]
          field_simp
  -- the mean absolute error is at most the root mean square error
  have hcs := weighted_cauchy_schwarz (fun x : Fin N → X => ∏ i, q (x i))
    (fun x => estimator p q f x - target p f) (fun _ => 1)
    (fun x => Finset.prod_nonneg fun i _ => (hq (x i)).le)
  have h1 : ∑ x : Fin N → X, ∏ i, q (x i) = 1 := by
    simpa only [expect, mul_one] using expect_const (N := N) q hq1 1
  simp only [abs_one, mul_one, one_pow, h1, Real.sqrt_one] at hcs
  refine hcs.trans (Real.sqrt_le_sqrt ?_)
  refine (le_of_eq hsq).trans (div_le_div_of_nonneg_right ?_ (Nat.cast_nonneg N))
  linarith [sq_nonneg (target p f)]
```

## Cutting the weight at a

A few huge weights can make ∑_y p w f² very large. So split f = h + r, where h equals f on the states with w ≤ a and vanishes elsewhere, and r is the rest. The triangle inequality in each run gives

|I_N(f) − ⟨f⟩_p| ≤ |I_N(h) − ⟨h⟩_p| + |I_N(r)| + |⟨r⟩_p|.

For the first term, p w h² ≤ a p f² at every state, so the previous bound yields (`hF`)

E|I_N(h) − ⟨h⟩_p| ≤ √⟨f²⟩_p √(a/N).

The other two terms are each at most ⟨|r|⟩_p (`hE`, `hI`):

E|I_N(r)| ≤ E I_N(|r|) = ⟨|r|⟩_p and |⟨r⟩_p| ≤ ⟨|r|⟩_p.

Cauchy-Schwarz over states, with v the indicator of w > a, bounds that quantity (`hT`):

⟨|r|⟩_p ≤ √⟨f²⟩_p √p(w > a).

Adding the three terms gives the result.

The theorem assumes that p is nonnegative (`hp`), that q is strictly positive and normalised (`hq`, `hq1`), that a ≥ 0 and that there is at least one sample (`hN`). The target need not be normalised; if it isn't, `target` and `tail` are weighted sums and not an average and a probability. The bound concerns the error averaged over runs, not the error of a particular run, and continuous state spaces are not treated.

```lean
/-- Sample-size error bound: for any cutoff `a ≥ 0`, the expected absolute error with `N`
samples is at most `√⟨f²⟩_p (√(a/N) + 2 √p(w > a))`. -/
theorem sample_size_error_bound (p q f : X → ℝ) (hp : ∀ y, 0 ≤ p y) (hq : ∀ y, 0 < q y)
    (hq1 : ∑ y, q y = 1) {a : ℝ} (ha : 0 ≤ a) (hN : 0 < N) :
    expect q (fun x : Fin N → X => |estimator p q f x - target p f|)
      ≤ √(target p (fun y => f y ^ 2)) * (√(a / N) + 2 * √(tail p q a)) := by
  -- split `f` into the parts with small and large weight
  obtain ⟨h, hh⟩ : ∃ h : X → ℝ, ∀ y, h y = if a < weight p q y then 0 else f y :=
    ⟨_, fun _ => rfl⟩
  obtain ⟨r, hr⟩ : ∃ r : X → ℝ, ∀ y, r y = if a < weight p q y then f y else 0 :=
    ⟨_, fun _ => rfl⟩
  have hf : ∀ y, f y = h y + r y := by
    intro y
    by_cases c : a < weight p q y <;> simp [hh, hr, c]
  have hW : ∀ x : Fin N → X, 0 ≤ ∏ i, q (x i) :=
    fun x => Finset.prod_nonneg fun i _ => (hq (x i)).le
  have hT : target p (fun y => |r y|)
      ≤ √(target p (fun y => f y ^ 2)) * √(tail p q a) := by
    have k := weighted_cauchy_schwarz p f (fun y => if a < weight p q y then 1 else 0) hp
    have e1 : ∑ y, p y * (|f y| * |if a < weight p q y then (1 : ℝ) else 0|)
        = target p (fun y => |r y|) := by
      unfold target
      refine Finset.sum_congr rfl fun y _ => ?_
      by_cases c : a < weight p q y <;> simp [hr, c]
    have e2 : ∑ y, p y * (if a < weight p q y then (1 : ℝ) else 0) ^ 2 = tail p q a := by
      unfold tail
      refine Finset.sum_congr rfl fun y _ => ?_
      by_cases c : a < weight p q y <;> simp [c]
    rw [e1, e2] at k
    exact k
  have hI : |target p r| ≤ target p (fun y => |r y|) := by
    unfold target
    refine (Finset.abs_sum_le_sum_abs _ _).trans (le_of_eq ?_)
    exact Finset.sum_congr rfl fun y _ => by rw [abs_mul, abs_of_nonneg (hp y)]
  have hE : expect q (fun x : Fin N → X => |estimator p q r x|)
      ≤ target p (fun y => |r y|) := by
    rw [← estimator_unbiased p q (fun y => |r y|) hq hq1 hN]
    refine Finset.sum_le_sum fun x _ => mul_le_mul_of_nonneg_left ?_ (hW x)
    unfold estimator
    beta_reduce
    rw [abs_div, Nat.abs_cast]
    refine div_le_div_of_nonneg_right ?_ (Nat.cast_nonneg N)
    refine (Finset.abs_sum_le_sum_abs _ _).trans (le_of_eq ?_)
    refine Finset.sum_congr rfl fun i _ => ?_
    have hw0 : 0 ≤ weight p q (x i) := div_nonneg (hp _) (hq _).le
    rw [abs_mul, abs_of_nonneg hw0]
  have hF : expect q (fun x : Fin N → X => |estimator p q h x - target p h|)
      ≤ √(target p (fun y => f y ^ 2)) * √(a / N) := by
    refine (fluctuation_bound p q h hq hq1 hN).trans ?_
    have h0 : 0 ≤ target p (fun y => f y ^ 2) :=
      Finset.sum_nonneg fun y _ => mul_nonneg (hp y) (sq_nonneg _)
    rw [← Real.sqrt_mul h0, ← mul_div_assoc]
    refine Real.sqrt_le_sqrt (div_le_div_of_nonneg_right ?_ (Nat.cast_nonneg N))
    unfold target
    rw [Finset.sum_mul]
    refine Finset.sum_le_sum fun y _ => ?_
    have hpf : 0 ≤ p y * f y ^ 2 := mul_nonneg (hp y) (sq_nonneg _)
    by_cases c : a < weight p q y
    · have hy : h y = 0 := by rw [hh, if_pos c]
      rw [hy]
      linarith [mul_nonneg hpf ha]
    · have hy : h y = f y := by rw [hh, if_neg c]
      rw [hy]
      linarith [mul_le_mul_of_nonneg_left (not_lt.1 c) hpf]
  -- triangle inequality, run by run
  have hsplit : expect q (fun x : Fin N → X => |estimator p q f x - target p f|)
      ≤ expect q (fun x : Fin N → X =>
        |estimator p q h x - target p h| + |estimator p q r x| + |target p r|) := by
    refine Finset.sum_le_sum fun x _ => mul_le_mul_of_nonneg_left ?_ (hW x)
    have e1 : estimator p q f x = estimator p q h x + estimator p q r x := by
      simp only [estimator, hf, mul_add, Finset.sum_add_distrib, add_div]
    have e2 : target p f = target p h + target p r := by
      simp only [target, hf, mul_add, Finset.sum_add_distrib]
    beta_reduce
    rw [e1, e2, abs_le]
    constructor <;> linarith [le_abs_self (estimator p q h x - target p h),
      neg_abs_le (estimator p q h x - target p h), le_abs_self (estimator p q r x),
      neg_abs_le (estimator p q r x), le_abs_self (target p r), neg_abs_le (target p r)]
  have hadd : expect q (fun x : Fin N → X =>
        |estimator p q h x - target p h| + |estimator p q r x| + |target p r|)
      = expect q (fun x : Fin N → X => |estimator p q h x - target p h|)
        + expect q (fun x : Fin N → X => |estimator p q r x|) + |target p r| := by
    have hc := expect_const (N := N) q hq1 |target p r|
    simp only [expect, mul_add, Finset.sum_add_distrib] at hc ⊢
    rw [hc]
  linarith
```

If w ≤ a everywhere, the tail is zero and

E|I_N(f) − ⟨f⟩_p| ≤ √⟨f²⟩_p √(a/N).

```lean
/-- If the importance weight never exceeds `a`, the expected absolute error is at most
`√⟨f²⟩_p √(a/N)`. -/
theorem bounded_weight_error_bound (p q f : X → ℝ) (hp : ∀ y, 0 ≤ p y) (hq : ∀ y, 0 < q y)
    (hq1 : ∑ y, q y = 1) {a : ℝ} (hw : ∀ y, weight p q y ≤ a) (hN : 0 < N) :
    expect q (fun x : Fin N → X => |estimator p q f x - target p f|)
      ≤ √(target p (fun y => f y ^ 2)) * √(a / N) := by
  have ha : 0 ≤ a := by
    rcases isEmpty_or_nonempty X with hX | ⟨⟨y⟩⟩
    · simp at hq1
    · exact (div_nonneg (hp y) (hq y).le).trans (hw y)
  have ht : tail p q a = 0 := Finset.sum_eq_zero fun y _ => if_neg (not_lt.2 (hw y))
  have h := sample_size_error_bound p q f hp hq hq1 ha hN
  rw [ht, Real.sqrt_zero, mul_zero, add_zero] at h
  exact h

end

end ImportanceSamplingError
```

```lean
#print axioms ImportanceSamplingError.sample_size_error_bound
#print axioms ImportanceSamplingError.bounded_weight_error_bound
```

```
'ImportanceSamplingError.sample_size_error_bound' depends on axioms: [propext, Classical.choice, Quot.sound]
'ImportanceSamplingError.bounded_weight_error_bound' depends on axioms: [propext, Classical.choice, Quot.sound]
```

## Reweighting in a program

The program draws x(0), …, x(N−1) from q, evaluates w(x(i)) f(x(i)) for each and returns the mean. If p and q are the Boltzmann distributions of two energy functions, w contains the ratio of their partition functions, which must then be known. If q is normalised but p(y) = exp(−βU(y)) is an unnormalised Boltzmann factor, with energy U and inverse temperature β, the mean for f = 1 estimates the partition function ∑_y p(y). The ratio ∑ᵢ w f / ∑ᵢ w, common when normalisations are unknown, is a different estimator, to which the bound does not apply as it stands.

The tail p(w > a) can itself be estimated by averaging w over the samples with w > a, counting the others as zero. A short run may miss those states altogether and report a tail that is too small.

## Correlated samples can break the bound

Take two states with p = q = 1/2 on each, f = +1 on one and −1 on the other, and a = 1. Then w = 1, the tail is zero, ⟨f⟩_p = 0 and ⟨f²⟩_p = 1, so the bound is 1/√N. If the first state is drawn from q and then merely copied N − 1 times, every sample still has distribution q, but the estimate is always ±1 and the error is always 1. The bound fails for every N ≥ 2. Successive states of a Markov chain can be correlated in the same way to a lesser degree, so their raw number should not be inserted for N.
